# Traces of products of two, three and four Pauli matrices

## Why is my spin sum three times too large?

With the wrong signs in the trace of four Pauli matrices, a spin sum can come out three times too large, and mine does. I have an amplitude χ_f† (n·σ)(n·σ) χ_i for one spin-1/2 particle, with n a real unit vector, and I sum its squared modulus over both spin states of χ_i and of χ_f. That gives tr[(n·σ)⁴]. I took the trace of four σ's to be twice the sum over the three ways of pairing the indices, and I got 6. But (n·σ)² = 1, so the answer must be 2. Which pairing has the wrong sign, and where does the sign come from? And why is the trace of three σ's not simply zero, when nothing can be paired off completely?

## The crossed pairing carries a minus sign

The pairing of first with third and second with fourth enters negatively, so your sum is 2(1 − 1 + 1) = 2. The sign reflects anticommutation: σ_x σ_y σ_x σ_y = −σ_x σ_x σ_y σ_y = −1, with trace −2. Three factors can survive because two different Pauli matrices multiply to the third, up to a factor ±i.

Let δ_ij be the Kronecker symbol and ε_ijk the Levi-Civita symbol, with ε_xyz = 1. Each σ_i squares to 1, direct multiplication gives σ_x σ_y = iσ_z and its cyclic versions, and reversing the order changes the sign. Together:

σ_i σ_j = δ_ij 1 + i Σ_m ε_ijm σ_m

Since tr 1 = 2 and tr σ_m = 0,

tr(σ_i σ_j) = 2δ_ij

Multiplying the product rule on the right by any 2×2 matrix P and taking the trace gives

tr(σ_i σ_j P) = δ_ij tr P + i Σ_m ε_ijm tr(σ_m P)

For P = σ_k the first term vanishes, and the second gives

tr(σ_i σ_j σ_k) = i Σ_m ε_ijm 2δ_mk = 2i ε_ijk

For P = σ_k σ_l, the two- and three-factor traces give

tr(σ_i σ_j σ_k σ_l) = 2δ_ij δ_kl + i Σ_m ε_ijm (2i ε_mkl)
= 2δ_ij δ_kl − 2 Σ_m ε_ijm ε_mkl

The remaining sum is nonzero only if i ≠ j and k, l are the same two indices. It is +1 for the same order and −1 for the opposite order:

Σ_m ε_ijm ε_mkl = δ_ik δ_jl − δ_il δ_jk

Therefore

tr(σ_i σ_j σ_k σ_l) = 2(δ_ij δ_kl − δ_ik δ_jl + δ_il δ_jk)

For vectors, contracting the product rule with a_i b_j gives

(a·σ)(b·σ) = (a·b) 1 + i (a×b)·σ

Multiplying by c·σ and taking the trace leaves 2i (a×b)·c. For four vectors, apply the rule to each pair. The terms with a single σ are traceless, so

tr[(a·σ)(b·σ)(c·σ)(d·σ)] = 2(a·b)(c·d) − 2(a×b)·(c×d)

Inserting (a×b)·(c×d) = (a·c)(b·d) − (a·d)(b·c) yields

2[(a·b)(c·d) − (a·c)(b·d) + (a·d)(b·c)]

Setting all four vectors equal to n gives your 2.

Here are the same identities in Lean 4 with Mathlib:

```lean
import Mathlib

open Matrix
open Complex (I)

namespace PauliTraces

noncomputable section

/-- The three Pauli matrices, with indices 0, 1, 2 standing for x, y, z. -/
def pauli : Fin 3 → Matrix (Fin 2) (Fin 2) ℂ :=
  ![!![0, 1; 1, 0], !![0, -I; I, 0], !![1, 0; 0, -1]]

/-- The Kronecker symbol on the three spatial indices. -/
def delta (i j : Fin 3) : ℂ := if i = j then 1 else 0

/-- The Levi-Civita symbol: 1 if the indices are in cyclic order, -1 if they are in
anticyclic order, and 0 otherwise. Index addition is modulo 3. -/
def eps (i j k : Fin 3) : ℂ :=
  if j = i + 1 ∧ k = i + 2 then 1 else if j = i + 2 ∧ k = i + 1 then -1 else 0

/-- The contraction of a complex three-vector with the Pauli matrices. -/
def pauliVec (a : Fin 3 → ℂ) : Matrix (Fin 2) (Fin 2) ℂ := ∑ i, a i • pauli i

/-- The product of two Pauli matrices is a multiple of the identity plus a combination of Pauli
matrices. The coefficients are the Kronecker symbol for the identity and i times the Levi-Civita
symbol for the Pauli matrices. -/
theorem pauli_mul (i j : Fin 3) :
    pauli i * pauli j =
      delta i j • (1 : Matrix (Fin 2) (Fin 2) ℂ) + I • ∑ k, eps i j k • pauli k := by
  ext r s
  fin_cases i <;> fin_cases j <;> fin_cases r <;> fin_cases s <;>
    simp [pauli, delta, eps, Matrix.mul_apply, Fin.sum_univ_two]

/-- Each Pauli matrix is traceless. -/
theorem trace_pauli (i : Fin 3) : trace (pauli i) = 0 := by
  fin_cases i <;> simp [pauli, Matrix.trace_fin_two]

/-- Two Levi-Civita symbols that share one summed index reduce to Kronecker symbols. -/
theorem eps_contraction (i j k l : Fin 3) :
    ∑ m, eps i j m * eps m k l = delta i k * delta j l - delta i l * delta j k := by
  fin_cases i <;> fin_cases j <;> fin_cases k <;> fin_cases l <;>
    simp [delta, eps, Fin.sum_univ_three]

/-- Two leading Pauli matrices in a trace can be replaced by at most one, with a factor 1 or ±i,
whatever matrix follows them. -/
theorem trace_reduction (i j : Fin 3) (P : Matrix (Fin 2) (Fin 2) ℂ) :
    trace (pauli i * pauli j * P) =
      delta i j * trace P + I * ∑ m, eps i j m * trace (pauli m * P) := by
  rw [pauli_mul]
  simp only [Matrix.add_mul, Matrix.smul_mul, Matrix.one_mul, Matrix.sum_mul,
    Matrix.trace_add, Matrix.trace_smul, Matrix.trace_sum, smul_eq_mul]

/-- The trace of a product of two Pauli matrices is twice the Kronecker symbol. -/
theorem trace_two (i j : Fin 3) : trace (pauli i * pauli j) = 2 * delta i j := by
  rw [pauli_mul]
  simp only [Matrix.trace_add, Matrix.trace_smul, Matrix.trace_sum, trace_pauli,
    Matrix.trace_one, Fintype.card_fin, smul_eq_mul, mul_zero, Finset.sum_const_zero,
    add_zero]
  push_cast
  ring

/-- The trace of a product of three Pauli matrices is 2i times the Levi-Civita symbol. -/
theorem trace_three (i j k : Fin 3) :
    trace (pauli i * pauli j * pauli k) = 2 * I * eps i j k := by
  rw [trace_reduction, trace_pauli]
  -- the Kronecker symbol from the two-factor trace picks out one term of the sum
  simp only [trace_two, delta, mul_ite, mul_one, mul_zero, Finset.sum_ite_eq',
    Finset.mem_univ, if_true]
  ring

/-- The trace of a product of four Pauli matrices is twice the alternating sum over the three
ways of pairing the indices. -/
theorem trace_four (i j k l : Fin 3) :
    trace (pauli i * pauli j * pauli k * pauli l) =
      2 * (delta i j * delta k l - delta i k * delta j l + delta i l * delta j k) := by
  rw [Matrix.mul_assoc (pauli i * pauli j), trace_reduction]
  simp only [← Matrix.mul_assoc, trace_three, trace_two]
  -- what remains is a contraction of two Levi-Civita symbols
  have h : ∑ m, eps i j m * (2 * I * eps m k l) = 2 * I * ∑ m, eps i j m * eps m k l := by
    rw [Finset.mul_sum]
    exact Finset.sum_congr rfl (fun _ _ => by ring)
  rw [h, eps_contraction]
  linear_combination (2 * (delta i k * delta j l - delta i l * delta j k)) * Complex.I_sq

/-- The product of two contracted Pauli vectors is the scalar product times the identity plus
i times the contracted cross product. -/
theorem pauliVec_mul (a b : Fin 3 → ℂ) :
    pauliVec a * pauliVec b =
      (a ⬝ᵥ b) • (1 : Matrix (Fin 2) (Fin 2) ℂ) + I • pauliVec (a ⨯₃ b) := by
  -- the explicit two-by-two form of a contracted vector
  have hV : ∀ v : Fin 3 → ℂ,
      pauliVec v = !![v 2, v 0 - I * v 1; v 0 + I * v 1, -v 2] := by
    intro v
    ext r s
    fin_cases r <;> fin_cases s <;> simp [pauliVec, pauli, Fin.sum_univ_three] <;> ring
  rw [hV, hV, hV]
  ext r s
  fin_cases r <;> fin_cases s <;>
    simp [Matrix.mul_apply, Fin.sum_univ_two, Fin.sum_univ_three, dotProduct, cross_apply]
  · linear_combination (-(a 1 * b 1)) * Complex.I_sq
  · linear_combination (a 2 * b 0 - a 0 * b 2) * Complex.I_sq
  · linear_combination (-(a 2 * b 0 - a 0 * b 2)) * Complex.I_sq
  · linear_combination (-(a 1 * b 1)) * Complex.I_sq

/-- The trace of three contracted Pauli vectors is 2i times the scalar triple product. -/
theorem trace_vec_three (a b c : Fin 3 → ℂ) :
    trace (pauliVec a * pauliVec b * pauliVec c) = 2 * I * ((a ⨯₃ b) ⬝ᵥ c) := by
  have h0 : ∀ v, trace (pauliVec v) = 0 := by
    intro v
    simp [pauliVec, Matrix.trace_sum, Matrix.trace_smul, trace_pauli]
  simp only [pauliVec_mul, Matrix.add_mul, Matrix.smul_mul, Matrix.one_mul,
    Matrix.trace_add, Matrix.trace_smul, h0, Matrix.trace_one, Fintype.card_fin, smul_eq_mul]
  push_cast
  ring

/-- The trace of four contracted Pauli vectors is twice the alternating sum of the three
products of scalar products. -/
theorem trace_vec_four (a b c d : Fin 3 → ℂ) :
    trace (pauliVec a * pauliVec b * pauliVec c * pauliVec d) =
      2 * ((a ⬝ᵥ b) * (c ⬝ᵥ d) - (a ⬝ᵥ c) * (b ⬝ᵥ d) + (a ⬝ᵥ d) * (b ⬝ᵥ c)) := by
  have h0 : ∀ v, trace (pauliVec v) = 0 := by
    intro v
    simp [pauliVec, Matrix.trace_sum, Matrix.trace_smul, trace_pauli]
  -- multiply the factors in pairs, then take the trace
  rw [Matrix.mul_assoc (pauliVec a * pauliVec b), pauliVec_mul a b, pauliVec_mul c d]
  simp only [Matrix.add_mul, Matrix.mul_add, Matrix.smul_mul, Matrix.mul_smul,
    Matrix.one_mul, Matrix.mul_one, pauliVec_mul, Matrix.trace_add, Matrix.trace_smul, h0,
    Matrix.trace_one, Fintype.card_fin, smul_eq_mul]
  push_cast
  -- the scalar product of two cross products supplies the two remaining pairings
  have hc := cross_dot_cross a b c d
  linear_combination (-2) * hc + 2 * ((a ⨯₃ b) ⬝ᵥ (c ⨯₃ d)) * Complex.I_sq

end

end PauliTraces
```

```lean
#print axioms PauliTraces.trace_four
#print axioms PauliTraces.trace_vec_three
#print axioms PauliTraces.trace_vec_four
```

```
'PauliTraces.trace_four' depends on axioms: [propext, Classical.choice, Quot.sound]
'PauliTraces.trace_vec_three' depends on axioms: [propext, Classical.choice, Quot.sound]
'PauliTraces.trace_vec_four' depends on axioms: [propext, Classical.choice, Quot.sound]
```

## What the symbols stand for

`pauli` is the family of explicit matrices, with indices 0, 1, 2 for x, y, z. `delta` and `eps` are complex-valued; `eps` is defined from the cyclic order of its indices, without reference to the matrices, and `eps 0 1 2` is 1. The theorems `trace_two`, `trace_three` and `trace_four` hold for every choice of indices, repeated ones included.

`pauliVec a` is a·σ for three complex numbers a. The products `⬝ᵥ` and `⨯₃` are the scalar and cross products, and neither conjugates anything. For a complex polarisation vector, the adjoint of a·σ is a*·σ, so the conjugate has to be entered as a separate vector.

The matrices are σ and not the spin operators ħσ/2, and the trace is not divided by 2; an average over initial spins needs that extra factor 1/2. The step from your squared amplitude to a trace uses completeness of the spin states, Σ χχ† = 1, which the theorems leave to you. The identities then serve spin sums for a single spin-1/2 particle whose vectors have numerical components. Operator-valued components, such as those of p − qA, need not commute and require separate treatment.

## From matrix entries to traces

`pauli_mul` checks the product rule for every pair of indices and every matrix entry: `fin_cases` lists the cases and `simp` evaluates them. `trace_pauli` and `eps_contraction` are also settled by cases.

`trace_reduction` is the formula with the arbitrary matrix P, obtained from the product rule by linearity of the trace. `trace_two` takes the trace of the product rule directly. In `trace_three`, P is `pauli k`, and the Kronecker symbol selects one term of the sum. In `trace_four`, the product is rebracketed so that P is `pauli k * pauli l`. The auxiliary equation `h` takes 2i out of the sum, `eps_contraction` evaluates what is left, and `linear_combination` supplies i² = −1, which turns the crossed pairing negative.

`pauliVec_mul` takes a different route from the contraction above: it writes a·σ as an explicit 2×2 matrix and compares the four entries, again using i² = −1. `trace_vec_three` applies this rule and removes the traceless terms. `trace_vec_four` multiplies the factors in pairs, as in the derivation, and uses Mathlib's `cross_dot_cross` for the scalar product of two cross products.
